# In a quartic Landau model, the energy slope is continuous at the Coulson-Fischer point and the curvature jumps

A force constant along a stretched bond can be computed by taking the forces at two nearby bond lengths and dividing minus the change in force by the change in bond length. On the curve of lowest unrestricted Hartree-Fock energy this step can mislead when the two geometries lie on opposite sides of the Coulson-Fischer point, the bond length at which the spin-symmetric solution becomes unstable and a lower, spin-polarised solution branches off. In the one-amplitude quartic model treated here, the force is continuous through that point, but its rate of change has different values on the two sides. A difference taken across the point mixes the two.

The model has a real amplitude $x$ for the breaking of spin symmetry, a signed distance $r$ past the Coulson-Fischer point, and two positive constants $a$ and $b$. Its energy is

$$E(x,r) = -a\,r\,x^2 + b\,x^4 ,$$

and $m(r)$ denotes the lowest value of $E(x,r)$ over all real $x$.

## The quartic energy and its lowest value

```lean
import Mathlib

open Set

namespace CoulsonFischerLandau

noncomputable section
```

The first line loads Mathlib, the mathematical library that supplies real numbers, derivatives and the lemmas about them. With `open Set`, the names of sets such as `range`, `Iic` and `Ici` can be written without a prefix.

```lean
/-- Landau energy of a mean-field state with symmetry-breaking amplitude `x`, at the
signed distance `r` from the Coulson-Fischer point. -/
def landauEnergy (a b r x : ℝ) : ℝ := -a * r * x ^ 2 + b * x ^ 4
```

This is $E(x,r)$, with the arguments in the order `a b r x`. Leaving off the last argument gives a function: `landauEnergy a b r` is the energy as a function of $x$ at fixed $r$.

The symmetric state is $x=0$ and has $E=0$ for every $r$, so energies are measured from the spin-symmetric solution at the same geometry. Only even powers of $x$ occur, because exchanging up and down spins turns $x$ into $-x$ and leaves the energy unchanged. The curvature in $x$ at the symmetric state is $-2ar$: the constant $a$ sets how fast that state loses its stability as $r$ grows through zero. The constant $b$ is the quartic stiffness that stops the amplitude from growing without limit.

The quartic form and the signs of $a$ and $b$ are assumed and not derived from a Hartree-Fock functional. For a real molecule the form would be a local expansion near the onset, with higher powers of $x$ neglected and $r$ proportional to the change in bond length.

```lean
/-- The ground energy: the infimum of the Landau energy over all amplitudes. -/
def groundEnergy (a b r : ℝ) : ℝ := ⨅ x : ℝ, landauEnergy a b r x
```

The symbol `⨅ x : ℝ` is the infimum over all real $x$, so `groundEnergy a b r` is $m(r)$. Lean assigns a real number to this expression even when a function is unbounded below, so the definition alone does not say that a minimum exists. The theorems on the two sides of $r=0$ supply that.

## One minimum before the onset, two after it

```lean
/-- The Landau energy as a perfect square in `x ^ 2` plus a term independent of `x`. -/
theorem landauEnergy_eq_square {b : ℝ} (hb : 0 < b) (a r x : ℝ) :
    landauEnergy a b r x
      = b * (x ^ 2 - a * r / (2 * b)) ^ 2 - a ^ 2 * r ^ 2 / (4 * b) := by
  have hb' : b ≠ 0 := hb.ne'
  unfold landauEnergy
  field_simp
  ring
```

The hypothesis `hb : 0 < b` is a named assumption that $b$ is positive; $a$, $r$ and $x$ are arbitrary here. The theorem completes the square in $x^2$:

$$E(x,r) = b\left(x^2 - \frac{ar}{2b}\right)^2 - \frac{a^2r^2}{4b}.$$

By hand, expanding the first term gives $bx^4 - arx^2 + a^2r^2/(4b)$, and the last term removes the constant. In the proof, `field_simp` clears the denominators and `ring` checks the remaining polynomial identity.

```lean
/-- For `r ≤ 0` the least energy is zero, and it is attained only at zero amplitude. -/
theorem symmetric_minimum {a b r : ℝ} (ha : 0 < a) (hb : 0 < b) (hr : r ≤ 0) :
    IsLeast (range (landauEnergy a b r)) 0 ∧
      ∀ x, landauEnergy a b r x = 0 ↔ x = 0 := by
  have h1 : ∀ x : ℝ, 0 ≤ a * (-r) * x ^ 2 := fun x =>
    mul_nonneg (mul_nonneg ha.le (neg_nonneg.2 hr)) (sq_nonneg x)
  refine ⟨⟨⟨0, by simp [landauEnergy]⟩, ?_⟩, fun x => ⟨fun h => ?_, fun h => ?_⟩⟩
  · rintro _ ⟨x, rfl⟩
    have h2 : 0 ≤ b * x ^ 4 := by positivity
    have h3 := h1 x
    unfold landauEnergy
    linarith
  · -- a nonzero amplitude costs a strictly positive quartic energy
    by_contra hx
    have hx' : x ≠ 0 := hx
    have h2 : 0 < b * x ^ 4 := by positivity
    have h3 := h1 x
    unfold landauEnergy at h
    linarith
  · simp [landauEnergy, h]
```

`IsLeast (range (landauEnergy a b r)) 0` says two things: zero is a value of the energy, and no value lies below it. The second part of the statement says that for every $x$ the energy is zero if and only if $x=0$. Together they say that for $r\le 0$ the symmetric state is the only minimiser.

By hand, $-ar\ge 0$ when $r\le 0$, so both terms in

$$E(x,r) = (-ar)\,x^2 + b\,x^4$$

are nonnegative and $E\ge 0$, while $E(0,r)=0$. If $x\neq 0$, then $bx^4>0$ and therefore $E>0$. This includes $r=0$, where the quadratic term is absent and the quartic term alone selects $x=0$.

The proof follows the same lines. The auxiliary fact `h1` is the sign of the quadratic term, `positivity` gives the sign of the quartic term, and `linarith` adds the inequalities. For uniqueness, `by_contra` assumes a nonzero $x$ with zero energy and reaches a contradiction.

```lean
/-- For `r > 0` the least energy is `-a²r²/(4b)`, and it is attained exactly at the two
amplitudes `±√(a r/(2b))`. -/
theorem broken_minimum {a b r : ℝ} (ha : 0 < a) (hb : 0 < b) (hr : 0 < r) :
    IsLeast (range (landauEnergy a b r)) (-(a ^ 2 * r ^ 2 / (4 * b))) ∧
      ∀ x, landauEnergy a b r x = -(a ^ 2 * r ^ 2 / (4 * b)) ↔
        x = √(a * r / (2 * b)) ∨ x = -√(a * r / (2 * b)) := by
  have hc : 0 ≤ a * r / (2 * b) := by positivity
  have hiff : ∀ x, landauEnergy a b r x = -(a ^ 2 * r ^ 2 / (4 * b)) ↔
      x = √(a * r / (2 * b)) ∨ x = -√(a * r / (2 * b)) := by
    intro x
    rw [← sq_eq_sq_iff_eq_or_eq_neg, Real.sq_sqrt hc, landauEnergy_eq_square hb]
    constructor
    · intro h
      -- the square must vanish
      have h0 : b * (x ^ 2 - a * r / (2 * b)) ^ 2 = 0 := by linarith
      have h1 := (mul_eq_zero.1 h0).resolve_left hb.ne'
      exact sub_eq_zero.1 (pow_eq_zero_iff (two_ne_zero)|>.1 h1)
    · intro h
      rw [h]
      ring
  refine ⟨⟨⟨√(a * r / (2 * b)), (hiff _).2 (Or.inl rfl)⟩, ?_⟩, hiff⟩
  rintro _ ⟨x, rfl⟩
  rw [landauEnergy_eq_square hb]
  have h2 : 0 ≤ b * (x ^ 2 - a * r / (2 * b)) ^ 2 := by positivity
  linarith
```

For $r>0$ the least energy is $-a^2r^2/(4b)$, and the amplitudes that reach it are exactly

$$x = \pm\sqrt{\frac{ar}{2b}} .$$

They represent the two spin-polarised solutions that differ by exchanging up and down spins.

By hand, the completed square gives

$$E(x,r) + \frac{a^2r^2}{4b} = b\left(x^2-\frac{ar}{2b}\right)^2 \ge 0 .$$

Equality holds exactly when $x^2 = ar/(2b)$. The right-hand side is positive, so this equation has the two stated roots.

In Lean, `hiff` is the statement about the minimisers. Its first rewriting step replaces "$x$ is plus or minus the root" by an equation between squares, and `Real.sq_sqrt` removes the square root, which is allowed because `hc` says that its argument is nonnegative. The rest of the proof uses `hiff` to show that the value is attained and the completed square to show that nothing lies lower.

```lean
/-- The ground energy on both sides of the Coulson-Fischer point in a single formula. -/
theorem groundEnergy_eq {a b : ℝ} (ha : 0 < a) (hb : 0 < b) (r : ℝ) :
    groundEnergy a b r = -(a ^ 2 / (4 * b)) * (max r 0) ^ 2 := by
  rcases le_or_gt r 0 with hr | hr
  · have h : groundEnergy a b r = 0 := (symmetric_minimum ha hb hr).1.csInf_eq
    rw [h, max_eq_right hr]
    ring
  · have h : groundEnergy a b r = -(a ^ 2 * r ^ 2 / (4 * b)) :=
      (broken_minimum ha hb hr).1.csInf_eq
    rw [h, max_eq_left hr.le]
    ring
```

The two cases fit into one formula for all $r$:

$$m(r) = -\frac{a^2}{4b}\,\max(r,0)^2 .$$

For $r\le 0$ the maximum is $0$, and for $r>0$ it is $r$. The proof splits into these cases with `rcases`, and `csInf_eq` turns "this is the least value" into "the infimum equals this value". Just past the onset, the energy gained by breaking the symmetry is therefore quadratic in $r$.

## The slope of the ground energy

```lean
/-- The squared positive part of `r` has derivative twice the positive part. -/
theorem hasDerivAt_sq_posPart (r : ℝ) :
    HasDerivAt (fun s : ℝ => (max s 0) ^ 2) (2 * max r 0) r := by
  rw [hasDerivAt_iff_isLittleO, Asymptotics.isLittleO_iff]
  intro c hc
  filter_upwards [Metric.ball_mem_nhds r hc] with s hs
  rw [Metric.mem_ball, Real.dist_eq] at hs
  -- the error of the tangent line is at most quadratic
  have h1 : |(max s 0) ^ 2 - (max r 0) ^ 2 - (s - r) * (2 * max r 0)| ≤ (s - r) ^ 2 := by
    rcases le_total s 0 with h | h <;> rcases le_total r 0 with h' | h' <;>
      simp only [h, h', max_eq_left, max_eq_right] <;> rw [abs_le] <;> constructor <;>
      nlinarith [h, h', sq_nonneg s, sq_nonneg r, sq_nonneg (s - r)]
  have h2 : (s - r) ^ 2 ≤ c * |s - r| := by
    rw [← sq_abs, sq]
    exact mul_le_mul_of_nonneg_right hs.le (abs_nonneg _)
  simpa only [smul_eq_mul, Real.norm_eq_abs] using h1.trans h2
```

`HasDerivAt f f' r` says that $f$ has derivative $f'$ at $r$. The theorem states that $\max(s,0)^2$, as a function of $s$, has derivative $2\max(r,0)$ at $s=r$. Away from zero this is ordinary differentiation; the argument below treats all points together, including $r=0$.

Let $R$ be the error of the tangent line,

$$R = \max(s,0)^2 - \max(r,0)^2 - 2\max(r,0)\,(s-r).$$

There are four cases:

- If $s\le 0$ and $r\le 0$, then $R=0$.
- If $s\ge 0$ and $r\ge 0$, then $R=s^2-r^2-2r(s-r)=(s-r)^2$.
- If $s\ge 0$ and $r\le 0$, then $R=s^2\le (s-r)^2$, because $s-r\ge s\ge 0$.
- If $s\le 0$ and $r\ge 0$, then $R=r^2-2rs=(s-r)^2-s^2$. The first form shows $R\ge 0$, the second $R\le (s-r)^2$.

So $|R|\le (s-r)^2$ always. Given any $c>0$, every $s$ with $|s-r|<c$ satisfies $|R|\le c\,|s-r|$, which is what differentiability with this slope means.

The first `rw` unfolds the derivative into that condition, and `filter_upwards` restricts attention to $s$ within distance $c$ of $r$. The fact `h1` is the quadratic bound, with `nlinarith` settling the inequalities in the four cases, and `h2` is the last estimate.

```lean
/-- The slope of the ground energy at every `r`. -/
theorem hasDerivAt_groundEnergy {a b : ℝ} (ha : 0 < a) (hb : 0 < b) (r : ℝ) :
    HasDerivAt (groundEnergy a b) (-(a ^ 2 / (2 * b)) * max r 0) r := by
  rw [show groundEnergy a b = fun s => -(a ^ 2 / (4 * b)) * (max s 0) ^ 2 from
    funext (groundEnergy_eq ha hb)]
  exact ((hasDerivAt_sq_posPart r).const_mul _).congr_deriv (by ring)
```

Multiplying the previous derivative by $-a^2/(4b)$ gives

$$m'(r) = -\frac{a^2}{2b}\,\max(r,0)$$

at every real $r$. The proof substitutes the single formula for $m$, and `const_mul` applies the rule for a constant factor. If $r$ is a bond-length displacement, $-m'(r)$ is the force that symmetry breaking adds to that of the symmetric solution, and it starts from zero at the onset.

```lean
/-- At any minimising amplitude `x` for the distance `r`, the ground energy has slope `-a x²` at
`r`. -/
theorem hellmann_feynman {a b r x : ℝ} (ha : 0 < a) (hb : 0 < b)
    (hx : landauEnergy a b r x = groundEnergy a b r) :
    HasDerivAt (groundEnergy a b) (-a * x ^ 2) r := by
  refine (hasDerivAt_groundEnergy ha hb r).congr_deriv ?_
  rcases le_or_gt r 0 with hr | hr
  · have h : groundEnergy a b r = 0 := (symmetric_minimum ha hb hr).1.csInf_eq
    rw [((symmetric_minimum ha hb hr).2 x).1 (hx.trans h), max_eq_right hr]
    ring
  · have h : groundEnergy a b r = -(a ^ 2 * r ^ 2 / (4 * b)) :=
      (broken_minimum ha hb hr).1.csInf_eq
    have hc : 0 ≤ a * r / (2 * b) := by positivity
    have hsq : x ^ 2 = a * r / (2 * b) := by
      rw [← Real.sq_sqrt hc]
      exact sq_eq_sq_iff_eq_or_eq_neg.2 (((broken_minimum ha hb hr).2 x).1 (hx.trans h))
    rw [hsq, max_eq_left hr.le]
    ring
```

The hypothesis `hx` says that $x$ is a minimising amplitude, $E(x,r)=m(r)$. The conclusion is $m'(r)=-a\,x^2$. Differentiating $E$ in $r$ at fixed $x$ also gives $-ax^2$, so the slope of the minimum needs no response of the amplitude. This is the Hellmann-Feynman relation for a single variational parameter, with no wavefunction or Hamiltonian in the statement.

By hand, if $r\le 0$ the minimiser is $x=0$ and both sides vanish. If $r>0$, then $x^2=ar/(2b)$ and

$$-a\,x^2 = -\frac{a^2 r}{2b} = m'(r).$$

The Lean proof makes the same comparison in the same two cases. The usual chain-rule argument would need $dx/dr$, which does not exist at $r=0$, where the amplitude starts as a square root. The comparison of values covers that point as well.

## Two curvatures at one point

```lean
/-- At `r = 0` the slope of the ground energy has left derivative `0` and right derivative
`-a²/(2b)`. -/
theorem one_sided_curvatures {a b : ℝ} (ha : 0 < a) (hb : 0 < b) :
    HasDerivWithinAt (deriv (groundEnergy a b)) 0 (Iic 0) 0 ∧
      HasDerivWithinAt (deriv (groundEnergy a b)) (-(a ^ 2 / (2 * b))) (Ici 0) 0 := by
  have hd : ∀ s, deriv (groundEnergy a b) s = -(a ^ 2 / (2 * b)) * max s 0 :=
    fun s => (hasDerivAt_groundEnergy ha hb s).deriv
  have hlin : ∀ k : ℝ, HasDerivAt (fun s : ℝ => k * s) k 0 := fun k => by
    simpa using (hasDerivAt_id' (0 : ℝ)).const_mul k
  constructor
  · have h0 : HasDerivWithinAt (fun _ : ℝ => (0 : ℝ)) 0 (Iic 0) 0 :=
      hasDerivWithinAt_const _ _ _
    refine h0.congr (fun s hs => ?_) ?_
    · rw [hd, max_eq_right (mem_Iic.1 hs), mul_zero]
    · rw [hd, max_self, mul_zero]
  · refine (hlin _).hasDerivWithinAt.congr (fun s hs => ?_) ?_
    · rw [hd, max_eq_left (mem_Ici.1 hs)]
    · rw [hd, max_self]
```

`deriv (groundEnergy a b)` is the function $m'$. `HasDerivWithinAt` is a derivative in which the variable stays inside a given set: `Iic 0` is $(-\infty,0]$ and `Ici 0` is $[0,\infty)$. The theorem therefore gives the left and right derivatives of $m'$ at zero.

By hand, $m'(s)=0$ for $s\le 0$ and $m'(s)=-a^2s/(2b)$ for $s\ge 0$. The difference quotients of $m'$ at zero are then constant on each side:

$$\frac{m'(s)-m'(0)}{s} = 0 \quad (s<0), \qquad \frac{m'(s)-m'(0)}{s} = -\frac{a^2}{2b} \quad (s>0).$$

In the proof, `hd` records the formula for $m'$. Each half then uses `congr` to replace $m'$ on its half-line by a function whose derivative is known: the constant zero on the left and a linear function on the right.

In the force-constant calculation, the curvature of $m$ is added to that of the symmetric solution's own energy, which the model leaves out. For the part that comes from $m$, a symmetric difference centred at the Coulson-Fischer point, with step $h>0$, gives

$$\frac{m'(h)-m'(-h)}{2h} = -\frac{a^2}{4b},$$

the average of the two curvatures. It does not depend on $h$, so in this model a smaller step does not repair the estimate.

```lean
/-- The ground energy is differentiable everywhere with continuous derivative, but its
derivative is not differentiable at the Coulson-Fischer point `r = 0`. -/
theorem coulsonFischer_second_order {a b : ℝ} (ha : 0 < a) (hb : 0 < b) :
    Differentiable ℝ (groundEnergy a b) ∧ Continuous (deriv (groundEnergy a b)) ∧
      ¬ DifferentiableAt ℝ (deriv (groundEnergy a b)) 0 := by
  refine ⟨fun r => (hasDerivAt_groundEnergy ha hb r).differentiableAt, ?_, fun h => ?_⟩
  · rw [show deriv (groundEnergy a b) = fun r => -(a ^ 2 / (2 * b)) * max r 0 from
      funext fun r => (hasDerivAt_groundEnergy ha hb r).deriv]
    exact continuous_const.mul (continuous_id.max continuous_const)
  · -- a two-sided derivative would equal both one-sided ones
    obtain ⟨hl, hr⟩ := one_sided_curvatures ha hb
    have e1 := (uniqueDiffOn_Iic (0 : ℝ) 0 (by simp)).eq_deriv _ hl
      h.hasDerivAt.hasDerivWithinAt
    have e2 := (uniqueDiffOn_Ici (0 : ℝ) 0 (by simp)).eq_deriv _ hr
      h.hasDerivAt.hasDerivWithinAt
    have hpos : 0 < a ^ 2 / (2 * b) := by positivity
    linarith

end

end CoulsonFischerLandau
```

The three parts, joined by `∧` ("and"), say that $m$ is differentiable everywhere, that $m'$ is continuous, and that $m'$ is not differentiable at $r=0$; the sign `¬` is "not". The "second order" in the theorem's name refers to this break in the second derivative. The model contains no temperature and no thermodynamic limit.

Differentiability comes from the slope already found at each $r$. Continuity follows because $m'$ is a constant times $\max(r,0)$, which is continuous. For the last part, suppose that $m'$ had a derivative $d$ at zero. It would have to agree with both one-sided derivatives, so that

$$0 = d = -\frac{a^2}{2b} < 0,$$

a contradiction. In Lean, `e1` and `e2` are these two equalities. They rest on the fact that a derivative taken along a half-line is unique, including at its endpoint. `hpos` gives $a^2/(2b)>0$, and `linarith` closes the argument.

```lean
#print axioms CoulsonFischerLandau.hellmann_feynman
#print axioms CoulsonFischerLandau.coulsonFischer_second_order
```

```
'CoulsonFischerLandau.hellmann_feynman' depends on axioms: [propext, Classical.choice, Quot.sound]
'CoulsonFischerLandau.coulsonFischer_second_order' depends on axioms: [propext, Classical.choice, Quot.sound]
```
